# Short gradient steps on an invariant potential with Lipschitz gradient preserve the stabiliser

Without a bound on the step, the symmetry group of a configuration need not stay constant under gradient descent: in the harmonic well $V(x) = L\|x\|^2/2$ of force constant $L > 0$, the map $x \mapsto x - a\nabla V(x)$ with step parameter $a = 1/L$ sends every configuration $x$ to the origin, the point of full symmetry. For a potential that is invariant under a group of orthogonal maps and has a globally $L$-Lipschitz gradient, steps with $|a|L < 1$ keep the symmetry group of every iterate equal to that of the start, and any limit has at least that symmetry.

```lean
import Mathlib

open Filter Topology
open scoped NNReal

namespace DescentStabiliser

noncomputable section

variable {E : Type*} [NormedAddCommGroup E] [InnerProductSpace ℝ E] {G : Type*} [Group G]

/-- The stabiliser of a configuration `x`: the group elements whose orthogonal map fixes `x`. -/
def stabiliser (ρ : G →* (E ≃ₗᵢ[ℝ] E)) (x : E) : Subgroup G where
  carrier := {g | ρ g x = x}
  one_mem' := by
    show ρ 1 x = x
    rw [map_one]
    rfl
  mul_mem' := by
    intro g h hg hh
    have hg' : ρ g x = x := hg
    have hh' : ρ h x = x := hh
    show ρ (g * h) x = x
    rw [map_mul]
    show ρ g (ρ h x) = x
    rw [hh', hg']
  inv_mem' := by
    intro g hg
    have hg' : ρ g x = x := hg
    show ρ g⁻¹ x = x
    rw [map_inv]
    apply (ρ g).injective
    show ρ g ((ρ g).symm x) = ρ g x
    rw [(ρ g).apply_symm_apply, hg']

/-- One gradient step `x ↦ x - a F(x)` with step parameter `a` for the field `F`. -/
def step (F : E → E) (a : ℝ) (x : E) : E := x - a • F x

/-- The iterates `x_(n+1) = x_n - a_n F(x_n)` started at `x₀`. -/
def descent (F : E → E) (a : ℕ → ℝ) (x₀ : E) : ℕ → E
  | 0 => x₀
  | n + 1 => step F (a n) (descent F a x₀ n)

/-- The isotropic harmonic well `L ‖x‖² / 2`. -/
def harmonic (L : ℝ) (x : E) : ℝ := L / 2 * ‖x‖ ^ 2

/-- The field `L x`. -/
def harmonicGrad (L : ℝ) (x : E) : E := L • x

/-- If the potential `V` with gradient `F` is invariant under an orthogonal map `g`, every
gradient step commutes with `g`. -/
theorem step_equivariant [CompleteSpace E] {V : E → ℝ} {F : E → E}
    (hF : ∀ x, HasGradientAt V (F x) x) (g : E ≃ₗᵢ[ℝ] E) (hV : ∀ x, V (g x) = V x)
    (a : ℝ) (x : E) : step F a (g x) = g (step F a x) := by
  have hgrad : F (g x) = g (F x) := by
    -- chain rule for `V ∘ g = V` and uniqueness of the derivative
    have h1 := hasGradientAt_iff_hasFDerivAt.1 (hF (g x))
    have hg : HasFDerivAt (g : E → E) (g.toContinuousLinearEquiv : E →L[ℝ] E) x :=
      g.toContinuousLinearEquiv.hasFDerivAt
    have h2 := HasFDerivAt.comp (f := (g : E → E)) x h1 hg
    have e : V ∘ (g : E → E) = V := funext hV
    rw [e] at h2
    have h3 := h2.unique (hasGradientAt_iff_hasFDerivAt.1 (hF x))
    apply ext_inner_right ℝ
    intro v
    obtain ⟨y, rfl⟩ := g.surjective v
    rw [g.inner_map_map]
    have h4 := DFunLike.congr_fun h3 y
    exact h4
  simp only [step, hgrad, map_sub, map_smul]

/-- For an `L`-Lipschitz field, a step with parameter `a` changes the distance between two
configurations by a factor between `1 - |a| L` and `1 + |a| L`. -/
theorem step_dist_bounds {F : E → E} {L : ℝ≥0} (hL : LipschitzWith L F) (a : ℝ) (x y : E) :
    (1 - |a| * L) * ‖x - y‖ ≤ ‖step F a x - step F a y‖ ∧
      ‖step F a x - step F a y‖ ≤ (1 + |a| * L) * ‖x - y‖ := by
  have e : step F a x - step F a y = (x - y) - a • (F x - F y) := by
    simp only [step, smul_sub]
    abel
  have h1 : ‖F x - F y‖ ≤ L * ‖x - y‖ := by
    have h := hL.dist_le_mul x y
    rwa [dist_eq_norm, dist_eq_norm] at h
  have h2 : ‖a • (F x - F y)‖ ≤ |a| * (L * ‖x - y‖) := by
    rw [norm_smul, Real.norm_eq_abs]
    exact mul_le_mul_of_nonneg_left h1 (abs_nonneg a)
  have h3 := norm_sub_norm_le (x - y) (a • (F x - F y))
  have h4 := norm_sub_le (x - y) (a • (F x - F y))
  rw [e]
  constructor <;> linarith

/-- With `|a_k| L ≤ 1`, the asymmetry `‖g x_n - x_n‖` lies between `∏ (1 - |a_k| L)` and
`∏ (1 + |a_k| L)` times the initial asymmetry `‖g x₀ - x₀‖`. -/
theorem asymmetry_bounds [CompleteSpace E] {V : E → ℝ} {F : E → E} {L : ℝ≥0}
    (hF : ∀ x, HasGradientAt V (F x) x) (hL : LipschitzWith L F) (g : E ≃ₗᵢ[ℝ] E)
    (hV : ∀ x, V (g x) = V x) {a : ℕ → ℝ} (ha : ∀ k, |a k| * L ≤ 1) (x₀ : E) (n : ℕ) :
    (∏ k ∈ Finset.range n, (1 - |a k| * L)) * ‖g x₀ - x₀‖
        ≤ ‖g (descent F a x₀ n) - descent F a x₀ n‖ ∧
      ‖g (descent F a x₀ n) - descent F a x₀ n‖
        ≤ (∏ k ∈ Finset.range n, (1 + |a k| * L)) * ‖g x₀ - x₀‖ := by
  induction n with
  | zero => simp [descent]
  | succ n ih =>
    -- `g x_(n+1)` is the step taken from `g x_n`
    have hb := step_dist_bounds hL (a n) (g (descent F a x₀ n)) (descent F a x₀ n)
    rw [step_equivariant hF g hV] at hb
    have hlo : 0 ≤ 1 - |a n| * L := by linarith [ha n]
    have hhi : 0 ≤ 1 + |a n| * L := by positivity
    have i1 := mul_le_mul_of_nonneg_left ih.1 hlo
    have i2 := mul_le_mul_of_nonneg_left ih.2 hhi
    simp only [descent, Finset.prod_range_succ]
    constructor <;> linarith [hb.1, hb.2]

/-- For an invariant potential with `L`-Lipschitz gradient and step lengths with `|a_k| L < 1`,
every iterate has exactly the stabiliser of the start, and any limit of the iterates along any
index sequence is fixed by that stabiliser. -/
theorem stabiliser_descent [CompleteSpace E] {V : E → ℝ} {F : E → E} {L : ℝ≥0}
    (ρ : G →* (E ≃ₗᵢ[ℝ] E)) (hF : ∀ x, HasGradientAt V (F x) x) (hL : LipschitzWith L F)
    (hV : ∀ g x, V (ρ g x) = V x) {a : ℕ → ℝ} (ha : ∀ k, |a k| * L < 1) (x₀ : E) :
    (∀ n, stabiliser ρ (descent F a x₀ n) = stabiliser ρ x₀) ∧
      ∀ (φ : ℕ → ℕ) (y : E), Tendsto (fun m => descent F a x₀ (φ m)) atTop (𝓝 y) →
        stabiliser ρ x₀ ≤ stabiliser ρ y := by
  have key : ∀ n, stabiliser ρ (descent F a x₀ n) = stabiliser ρ x₀ := by
    intro n
    ext g
    have hb := asymmetry_bounds hF hL (ρ g) (hV g) (fun k => (ha k).le) x₀ n
    show ρ g (descent F a x₀ n) = descent F a x₀ n ↔ ρ g x₀ = x₀
    constructor
    · -- the lower factor is positive, so no symmetry is gained
      intro h
      have hp : 0 < ∏ k ∈ Finset.range n, (1 - |a k| * L) :=
        Finset.prod_pos fun k _ => by linarith [ha k]
      have h1 := hb.1
      rw [h, sub_self, norm_zero] at h1
      have h2 : ‖ρ g x₀ - x₀‖ ≤ 0 := by
        by_contra hc
        linarith [mul_pos hp (not_le.1 hc)]
      exact sub_eq_zero.1 (norm_le_zero_iff.1 h2)
    · intro h
      have h1 := hb.2
      rw [h, sub_self, norm_zero, mul_zero] at h1
      exact sub_eq_zero.1 (norm_le_zero_iff.1 h1)
  refine ⟨key, fun φ y hy g hg => ?_⟩
  -- the fixed set of `g` is closed
  have hc : IsClosed {z : E | ρ g z = z} := isClosed_eq (ρ g).continuous continuous_id
  refine hc.mem_of_tendsto hy (Eventually.of_forall fun m => ?_)
  rw [← key (φ m)] at hg
  exact hg

/-- On `ℝⁿ` with a group `H` of orthogonal maps leaving `V` invariant and a constant step
`0 < a < 1/L`, all iterates of `x ↦ x - a ∇V(x)` have the stabiliser of the start, and a limit
of the iterates is fixed by it. -/
theorem stabiliser_constant_step {n : ℕ} {V : EuclideanSpace ℝ (Fin n) → ℝ} {L : ℝ≥0}
    (H : Subgroup (EuclideanSpace ℝ (Fin n) ≃ₗᵢ[ℝ] EuclideanSpace ℝ (Fin n)))
    (hd : Differentiable ℝ V) (hL : LipschitzWith L (gradient V))
    (hV : ∀ g ∈ H, ∀ x, V (g x) = V x) {a : ℝ} (ha : 0 < a) (haL : a < 1 / L)
    (x₀ : EuclideanSpace ℝ (Fin n)) :
    (∀ m, stabiliser H.subtype ((step (gradient V) a)^[m] x₀) = stabiliser H.subtype x₀) ∧
      ∀ y, Tendsto (fun m => (step (gradient V) a)^[m] x₀) atTop (𝓝 y) →
        stabiliser H.subtype x₀ ≤ stabiliser H.subtype y := by
  have hpos : (0 : ℝ) < L := one_div_pos.1 (ha.trans haL)
  have h1 : |a| * L < 1 := by
    rw [abs_of_pos ha]
    exact (lt_div_iff₀ hpos).1 haL
  have e : ∀ m, (step (gradient V) a)^[m] x₀ = descent (gradient V) (fun _ => a) x₀ m := by
    intro m
    induction m with
    | zero => rfl
    | succ m ih => rw [Function.iterate_succ_apply', ih]; rfl
  have h := stabiliser_descent (a := fun _ => a) H.subtype (fun x => (hd x).hasGradientAt) hL
    (fun g x => hV g.1 g.2 x) (fun _ => h1) x₀
  simp only [e]
  exact ⟨h.1, fun y hy => h.2 id y hy⟩

/-- The harmonic well has gradient `L x`, this gradient is `L`-Lipschitz, and the well is
invariant under every orthogonal map. -/
theorem harmonic_witness [CompleteSpace E] (L : ℝ≥0) :
    (∀ x : E, HasGradientAt (harmonic L) (harmonicGrad L x) x) ∧
      LipschitzWith L (harmonicGrad (E := E) L) ∧
      ∀ (g : E ≃ₗᵢ[ℝ] E) (x : E), harmonic L (g x) = harmonic L x := by
  refine ⟨fun x => ?_, LipschitzWith.of_dist_le_mul fun x y => ?_, fun g x => ?_⟩
  · rw [hasGradientAt_iff_hasFDerivAt]
    have h := (hasStrictFDerivAt_norm_sq x).hasFDerivAt.const_mul ((L : ℝ) / 2)
    refine HasFDerivAt.congr_fderiv h ?_
    ext y
    simp [harmonicGrad]
    ring
  · simp only [harmonicGrad]
    rw [dist_eq_norm, dist_eq_norm, ← smul_sub, norm_smul, Real.norm_eq_abs,
      abs_of_nonneg L.coe_nonneg]
  · simp only [harmonic, g.norm_map]

/-- The inversion `x ↦ -x` does not fix a nonzero configuration, while the origin is fixed by
the whole orthogonal group. -/
theorem inversion_and_origin {x : E} (hx : x ≠ 0) :
    LinearIsometryEquiv.neg ℝ ∉ stabiliser (MonoidHom.id (E ≃ₗᵢ[ℝ] E)) x ∧
      stabiliser (MonoidHom.id (E ≃ₗᵢ[ℝ] E)) (0 : E) = ⊤ := by
  constructor
  · intro h
    have h' : -x = x := h
    have h2 : (2 : ℝ) • x = 0 := by
      calc (2 : ℝ) • x = x + x := two_smul ℝ x
        _ = -x + x := by rw [h']
        _ = 0 := neg_add_cancel x
    exact hx ((smul_eq_zero.1 h2).resolve_left two_ne_zero)
  · rw [eq_top_iff]
    intro g _
    show g 0 = 0
    exact map_zero g

/-- At the step length `a = 1/L` in the harmonic well, a start that is not inversion symmetric
lands after one step on a point fixed by the whole orthogonal group. -/
theorem critical_step_gains_symmetry {L : ℝ} (hL : 0 < L) {x : E} (hx : x ≠ 0) :
    LinearIsometryEquiv.neg ℝ ∉ stabiliser (MonoidHom.id (E ≃ₗᵢ[ℝ] E)) x ∧
      stabiliser (MonoidHom.id (E ≃ₗᵢ[ℝ] E)) (step (harmonicGrad L) (1 / L) x) = ⊤ := by
  have e : step (harmonicGrad L) (1 / L) x = 0 := by
    simp only [step, harmonicGrad]
    rw [smul_smul, one_div_mul_cancel hL.ne', one_smul, sub_self]
  rw [e]
  exact inversion_and_origin hx

/-- In the harmonic well with `0 < a < 1/L` and a nonzero start, no iterate is inversion
symmetric, yet the iterates converge to the origin, which the whole orthogonal group fixes. -/
theorem limit_gains_symmetry [CompleteSpace E] {L : ℝ≥0} {a : ℝ} (ha : 0 < a) (haL : a < 1 / L)
    {x : E} (hx : x ≠ 0) :
    (∀ n, LinearIsometryEquiv.neg ℝ ∉ stabiliser (MonoidHom.id (E ≃ₗᵢ[ℝ] E))
        (descent (harmonicGrad L) (fun _ => a) x n)) ∧
      Tendsto (descent (harmonicGrad L) (fun _ => a) x) atTop (𝓝 0) ∧
      stabiliser (MonoidHom.id (E ≃ₗᵢ[ℝ] E)) (0 : E) = ⊤ := by
  have hpos : (0 : ℝ) < L := one_div_pos.1 (ha.trans haL)
  have h1 : a * L < 1 := (lt_div_iff₀ hpos).1 haL
  have h2 : 0 < a * L := mul_pos ha hpos
  obtain ⟨w1, w2, w3⟩ := harmonic_witness (E := E) L
  have h := (stabiliser_descent (a := fun _ => a) (MonoidHom.id (E ≃ₗᵢ[ℝ] E)) w1 w2 w3
    (fun _ => by rw [abs_of_pos ha]; exact h1) x).1
  refine ⟨fun n => ?_, ?_, (inversion_and_origin hx).2⟩
  · rw [h n]
    exact (inversion_and_origin hx).1
  · -- the iterates are `(1 - a L)^n x`
    have e : descent (harmonicGrad L) (fun _ => a) x = fun n => (1 - a * (L : ℝ)) ^ n • x := by
      funext n
      induction n with
      | zero => simp [descent]
      | succ n ih =>
        simp only [descent, step, harmonicGrad, ih, smul_smul]
        rw [← sub_smul]
        congr 1
        ring
    have t := (tendsto_pow_atTop_nhds_zero_of_lt_one (r := 1 - a * (L : ℝ))
      (by linarith) (by linarith)).smul_const x
    rw [zero_smul] at t
    rw [e]
    exact t

end

end DescentStabiliser
```

```lean
#print axioms DescentStabiliser.stabiliser_descent
#print axioms DescentStabiliser.stabiliser_constant_step
#print axioms DescentStabiliser.critical_step_gains_symmetry
#print axioms DescentStabiliser.limit_gains_symmetry
```

```
'DescentStabiliser.stabiliser_descent' depends on axioms: [propext, Classical.choice, Quot.sound]
'DescentStabiliser.stabiliser_constant_step' depends on axioms: [propext, Classical.choice, Quot.sound]
'DescentStabiliser.critical_step_gains_symmetry' depends on axioms: [propext, Classical.choice, Quot.sound]
'DescentStabiliser.limit_gains_symmetry' depends on axioms: [propext, Classical.choice, Quot.sound]
```

## Stabilisers of iterates and of limits

The configuration space `E` is a real inner product space, complete wherever a gradient appears. A group `G` acts through a homomorphism $\rho$ into `E ≃ₗᵢ[ℝ] E`, the invertible linear maps that preserve the norm, which on $\mathbb{R}^n$ form the orthogonal group $O(n)$. The group may be infinite, and $\rho$ need not be injective. The subgroup `stabiliser ρ x` is $G_x = \{g \in G : \rho(g)x = x\}$.

The potential $V : E \to \mathbb{R}$ has gradient $F(x)$ at every point (`hF`), satisfies $V(\rho(g)x) = V(x)$ for all $g$ and $x$ (`hV`), and obeys $\|F(x) - F(y)\| \le L\|x - y\|$ for all $x, y$ with a constant $L \ge 0$ (`hL`). The definition `step F a` is the map $T_a(x) = x - aF(x)$, and `descent F a x₀` is the sequence $x_{n+1} = T_{a_n}(x_n)$ started at $x_0$, with one real step parameter $a_n$ for each $n = 0, 1, 2, \dots$

The theorem `stabiliser_descent` assumes $|a_k|L < 1$ for all $k$ and concludes two things. First, $G_{x_n} = G_{x_0}$ for every $n$. Second, if $\varphi : \mathbb{N} \to \mathbb{N}$ is any index map and $x_{\varphi(m)} \to y$ as $m \to \infty$, then $G_{x_0} \subseteq G_y$, written `≤` between subgroups. Since $\varphi$ is arbitrary, limits of subsequences are included. The $a_k$ may be negative, so short ascent steps are included as well.

The theorem `stabiliser_constant_step` specialises to $\mathbb{R}^n$, where `n` is now the dimension and `m` counts iterations. The group is a subgroup `H` of $O(n)$ acting by its inclusion `H.subtype`, $V$ is differentiable and invariant under `H`, the field is Mathlib's `gradient V` and is assumed $L$-Lipschitz, and the step is constant with $0 < a < 1/L$. Lean sets $1/0 = 0$, so these two inequalities already force $L > 0$. For $n = 0$ the space is one point and the statement is trivially true.

The remaining theorems concern the harmonic well with the full orthogonal group. `harmonic_witness` shows that it has gradient $Lx$, which is $L$-Lipschitz, and that it is invariant. `critical_step_gains_symmetry` shows that at $a = 1/L$ a start $x \ne 0$, which the inversion $x \mapsto -x$ does not fix, lands on a point whose stabiliser is the whole group `⊤`; the strict inequality $|a|L < 1$ therefore cannot be weakened to $|a|L \le 1$. `limit_gains_symmetry` shows that for $0 < a < 1/L$ no iterate from $x \neq 0$ is inversion symmetric while the limit is the origin, so the inclusion $G_{x_0} \subseteq G_y$ can be strict. Both already apply in one dimension, where the group is $\{+1, -1\}$.

## Point groups on a potential energy surface

For $N$ nuclei the configuration is a vector in $\mathbb{R}^{3N}$, $V$ is the energy surface and $F$ is minus the force. A proper or improper rotation about the origin (rotation, reflection, inversion or rotation-reflection), combined with a permutation of identical nuclei, is an orthogonal map of $\mathbb{R}^{3N}$ that leaves the energy unchanged in the absence of external fields. For a molecule whose nuclei sit at distinct positions with their centroid at the origin, the combinations that fix $x$ correspond one to one to the operations of its point group. Translations are not linear maps and are excluded.

The constant $L$ is a postulated ceiling on curvature: for a twice differentiable $V$ it bounds the magnitude of every Hessian eigenvalue at every configuration, that is, the stiffest force constant anywhere on the surface. The parameter $a$ has the dimension of an inverse force constant, and for $a > 0$ the condition $aL < 1$ says that a step does not reach the bottom of a parabola of that stiffness.

For geometry optimisation by plain gradient steps in exact arithmetic, on a differentiable invariant surface, a symmetric starting guess stays symmetric and cannot reach a distorted minimum of lower symmetry, so a converged geometry may be a saddle point with respect to symmetry-lowering displacements. For the iterates this direction follows from `step_equivariant` alone and holds for every step parameter: if $g x_n = x_n$, then $g x_{n+1} = T_{a_n}(g x_n) = x_{n+1}$. A limit inherits the symmetry because the set of points fixed by $g$ is closed. The global curvature bound together with $|a|L < 1$ gives the other direction, that no symmetry is gained after finitely many steps. A molecular Born–Oppenheimer surface has no such global bound, because of the Coulomb singularities at coinciding nuclei and, where they occur, because of conical intersections. Convergence is assumed and not derived, nothing is said about the limit being a minimum, and quasi-Newton or momentum updates have a different form from $T_a$.

## Equivariance, two-sided bounds and closed fixed sets

Let $g$ be an orthogonal map with $V(gx) = V(x)$ for all $x$. The derivative of $V$ at a point $z$ along a vector $v$ is $\langle F(z), v\rangle$. Differentiating $V(gx) = V(x)$ along a vector $y$, with the chain rule on the left, gives

$$\langle F(gx), gy\rangle = \langle F(x), y\rangle = \langle gF(x), gy\rangle ,$$

where the last step uses that $g$ preserves inner products. Every vector has the form $gy$, so $F(gx) = gF(x)$, and by linearity of $g$

$$T_a(gx) = gx - a\,gF(x) = g\,T_a(x).$$

This is `step_equivariant`, valid for every real $a$; `hgrad` is the identity for $F$ and the closing `simp only` is the linearity.

Next, $T_a(x) - T_a(y) = (x - y) - a\,(F(x) - F(y))$, and the second term has norm at most $|a|L\|x - y\|$. The triangle inequality and its reverse give

$$(1 - |a|L)\,\|x - y\| \le \|T_a(x) - T_a(y)\| \le (1 + |a|L)\,\|x - y\| .$$

In `step_dist_bounds` the decomposition is `e`, the estimate is `h2`, the two triangle inequalities are `h3` and `h4`, and `linarith` combines them.

Define the asymmetry $\delta_n = \|g x_n - x_n\|$. Equivariance gives $g x_{n+1} = T_{a_n}(g x_n)$, so $\delta_{n+1} = \|T_{a_n}(g x_n) - T_{a_n}(x_n)\|$, and the bounds applied to the pair $g x_n$, $x_n$ yield $(1 - |a_n|L)\,\delta_n \le \delta_{n+1} \le (1 + |a_n|L)\,\delta_n$. If $|a_k|L \le 1$ for all $k$, both factors are nonnegative, the inductive inequalities may be multiplied by them, and

$$\prod_{k=0}^{n-1}(1 - |a_k|L)\;\delta_0 \;\le\; \delta_n \;\le\; \prod_{k=0}^{n-1}(1 + |a_k|L)\;\delta_0 ,$$

with empty products equal to $1$ at $n = 0$. This is `asymmetry_bounds`: `hb` is the one-step estimate, and `i1`, `i2` are the multiplications by the factors that `hlo` and `hhi` show to be nonnegative.

The fact `key` in `stabiliser_descent` reads off both inclusions for the map $\rho(g)$. If $\delta_0 = 0$, the upper bound gives $\delta_n = 0$, and no symmetry is lost. If $\delta_n = 0$, the lower bound gives $\delta_0 = 0$ provided that the product is positive; this is `hp`, the only place where strictness is used. The bounds do not keep a small asymmetry small, since the upper product may grow with $n$.

For limits, the set $\{z : \rho(g)z = z\}$ is closed because $\rho(g)$ is continuous (`isClosed_eq`). For $g \in G_{x_0}$ it contains every $x_{\varphi(m)}$, hence also $y$ (`hc.mem_of_tendsto`). The version on $\mathbb{R}^n$ turns $0 < a < 1/L$ into $|a|L < 1$, identifies the $m$-fold iterate with `descent` at constant step, and takes $\varphi$ to be the identity.

In the harmonic well $T_a(x) = (1 - aL)x$. At $a = 1/L$ this is $0$. For $0 < aL < 1$ the iterates are $x_n = (1 - aL)^n x \to 0$. `inversion_and_origin` supplies the rest: $-x = x$ implies $2x = 0$ and so $x = 0$, while every linear map fixes $0$. That no iterate is inversion symmetric comes from `stabiliser_descent` itself, applied to the three facts of `harmonic_witness`.

## The gradient as a linear functional

The invariance of $V$ enters the argument only through `hgrad`, and that proof turns on `hasGradientAt_iff_hasFDerivAt`. In Mathlib, `HasGradientAt V (F x) x` means that $V$ has at $x$ the Fréchet derivative $v \mapsto \langle F(x), v\rangle$, the image of the vector $F(x)$ under the Riesz isomorphism between $E$ and its continuous dual. That isomorphism is the source of the hypothesis `CompleteSpace E`, which $\mathbb{R}^n$ satisfies automatically.

The chain rule `HasFDerivAt.comp` works with linear maps, so the proof passes to functionals. Since $g$ is linear it is its own derivative (`hg`), and `h2` says that $V \circ g$ has at $x$ the derivative $y \mapsto \langle F(gx), gy\rangle$. Invariance is turned into the equality of functions `V ∘ (g : E → E) = V`, after which `h2` is a second derivative of $V$ at the same point. Because `HasFDerivAt` is a relation between a function, a linear map and a point, uniqueness is a separate step: `h2.unique` equates the two functionals in `h3`. The return to vectors uses `ext_inner_right ℝ`, which reduces equality of two vectors to equality of their inner products with every $v$. Surjectivity writes $v = gy$, `g.inner_map_map` removes $g$ from $\langle gF(x), gy\rangle$, and `h3` evaluated at $y$ unfolds to the goal, so `exact h4` closes it.
